# McMurchie–Davidson recurrences for Hermite Coulomb integrals from $F_n'=-F_{n+1}$

The Hermite Coulomb integral is taken here as a repeated partial derivative, not as a table defined by its recurrence. For a real exponent $p$, a family of real functions $F_n$ and a separation vector $(X,Y,Z)$, set

$$R(n;t,u,v)=\partial_z^v\,\partial_y^u\,\partial_x^t\,(-2p)^nF_n\big(p(x^2+y^2+z^2)\big)\Big|_{(X,Y,Z)}.$$

The recurrences then become statements to prove, and the only assumption on the $F_n$ is $F_n'=-F_{n+1}$. Physically, the $F_n$ are the Boys functions, and $p$ is the total exponent in a nuclear attraction integral or the reduced exponent in a repulsion integral. The reduction of the Coulomb integral over Gaussians to $F_0$, with its prefactor, is taken as the starting point and is not derived.

```lean
import Mathlib

open MeasureTheory

namespace McMurchieDavidson

noncomputable section
```

## Functions of the squared distance

The functions to be differentiated depend on position only through a squared distance $s$. Call $g_0,g_1,\dots$ a ladder if

$$g_n'(s)=\tfrac12\,g_{n+1}(s).$$

The factor $\tfrac12$ cancels the 2 from differentiating $x^2$, so that $\partial_x\,g_n(x^2+s)=x\,g_{n+1}(x^2+s)$. `HasDerivAt` states both that the derivative exists and what it equals.

```lean
/-- A ladder of functions of a squared distance `s`: the derivative of each member is half
the next member. -/
def IsLadder (g : ℕ → ℝ → ℝ) : Prop :=
  ∀ n s, HasDerivAt (g n) (g (n + 1) s / 2) s
```

Along one axis, with $s$ now the part of the squared distance contributed by the other coordinates, define a table $T^t_n(x,s)$ by

$$T^0_n=g_n(x^2+s),\qquad T^1_n=x\,g_{n+1}(x^2+s),\qquad T^{t+2}_n=(t+1)\,T^t_{n+1}+x\,T^{t+1}_{n+1}.$$

In Lean this is `axisTable g x t n s`. It contains no derivatives; that its entries are derivatives is shown below.

```lean
/-- The table built along one axis by the two-term recursion, starting from
`g n (x ^ 2 + s)`; here `x` is the coordinate on the axis and `s` the remaining squared
distance. -/
def axisTable (g : ℕ → ℝ → ℝ) (x : ℝ) : ℕ → ℕ → ℝ → ℝ
  | 0 => fun n s => g n (x ^ 2 + s)
  | 1 => fun n s => x * g (n + 1) (x ^ 2 + s)
  | t + 2 => fun n s =>
      ((t : ℝ) + 1) * axisTable g x t (n + 1) s + x * axisTable g x (t + 1) (n + 1) s
```

The ladder needed for the integrals is $g_n(s)=(-2p)^nF_n(ps)$.

```lean
/-- The scaled functions `(-2p)^n F_n(p s)` of the squared distance `s`. -/
def scaledBoys (p : ℝ) (F : ℕ → ℝ → ℝ) (n : ℕ) (s : ℝ) : ℝ :=
  (-2 * p) ^ n * F n (p * s)
```

The one-axis integral $R(n,t)(X)$ is the $t$-th derivative at $X$ of $(-2p)^nF_n(p(x^2+r))$. The offset $r$ may be any real number; in a molecule it is $Y^2+Z^2$.

```lean
/-- The one-axis Hermite integral: the `t`-th derivative at `X` of
`(-2p)^n F_n(p (x^2 + r))` with respect to `x`. -/
def hermiteLine (p r : ℝ) (F : ℕ → ℝ → ℝ) (n t : ℕ) (X : ℝ) : ℝ :=
  iteratedDeriv t (fun x => (-2 * p) ^ n * F n (p * (x ^ 2 + r))) X
```

The three-axis integral nests such derivatives, with $x$ innermost and $z$ outermost.

```lean
/-- The Hermite Coulomb integral: `t`, `u` and `v` partial derivatives along `x`, `y` and `z`
of `(-2p)^n F_n(p (x^2 + y^2 + z^2))`, taken at `(X, Y, Z)`. -/
def hermiteCoulomb (p : ℝ) (F : ℕ → ℝ → ℝ) (n t u v : ℕ) (X Y Z : ℝ) : ℝ :=
  iteratedDeriv v (fun z => iteratedDeriv u (fun y => iteratedDeriv t
    (fun x => (-2 * p) ^ n * F n (p * (x ^ 2 + y ^ 2 + z ^ 2))) X) Y) Z
```

The Boys functions are $F_n(x)=\int_0^1\tau^{2n}e^{-x\tau^2}\,d\tau$. They enter only at the end, as a family that meets the assumption.

```lean
/-- The Boys function of order `n`, the integral of `τ^(2n) exp(-x τ^2)` over `[0, 1]`. -/
def boys (n : ℕ) (x : ℝ) : ℝ :=
  ∫ τ in (0 : ℝ)..1, τ ^ (2 * n) * Real.exp (-(x * τ ^ 2))
```

## Algebra of the table

The definition gives, for every $t$,

$$T^{t+1}_n=t\,T^{t-1}_{n+1}+x\,T^t_{n+1}.$$

At $t=0$ the first term has coefficient zero, so it does not matter that Lean reads the natural number $0-1$ as $0$.

```lean
/-- The entries of the table obey the two-term recursion at every order `t`. -/
theorem axisTable_succ (g : ℕ → ℝ → ℝ) (x : ℝ) (t n : ℕ) (s : ℝ) :
    axisTable g x (t + 1) n s =
      t * axisTable g x (t - 1) (n + 1) s + x * axisTable g x t (n + 1) s := by
  cases t with
  | zero => simp [axisTable]
  | succ t => simp [axisTable]
```

The table is also linear in its ladder. Let $k_n=a\,g_{n+1}+b\,h_{n+1}$ with constants $a,b$. The cases $t=0$ and $t=1$ follow by substitution, and induction gives

$$T^{t+2}_n[k]=(t+1)\,T^t_{n+1}[k]+x\,T^{t+1}_{n+1}[k]=a\,T^{t+2}_{n+1}[g]+b\,T^{t+2}_{n+1}[h].$$

This will carry a recurrence along one axis through differentiation along another.

```lean
/-- The table is linear: if `k` is a combination of `g` and `h` with index raised by one,
then so is its table. -/
theorem axisTable_shift {g h k : ℕ → ℝ → ℝ} {a b : ℝ}
    (hk : ∀ n s, k n s = a * g (n + 1) s + b * h (n + 1) s) (x : ℝ) :
    ∀ t n s, axisTable k x t n s =
      a * axisTable g x t (n + 1) s + b * axisTable h x t (n + 1) s
  | 0, n, s => by simp only [axisTable, hk]
  | 1, n, s => by simp only [axisTable, hk]; ring
  | t + 2, n, s => by
      simp only [axisTable, axisTable_shift hk x t, axisTable_shift hk x (t + 1)]
      ring
```

## Derivatives of the table

Fix $x$ and differentiate in $s$. For $t=0$ and $t=1$ the ladder property of $g$ suffices, and then

$$\partial_sT^{t+2}_n=\tfrac12\big[(t+1)\,T^t_{n+2}+x\,T^{t+1}_{n+2}\big]=\tfrac12\,T^{t+2}_{n+1}.$$

Each row is therefore again a ladder, ready for the next axis.

```lean
/-- For a ladder `g` and a fixed coordinate `x`, each row of the table is again a ladder in
the remaining squared distance. -/
theorem axisTable_isLadder {g : ℕ → ℝ → ℝ} (hg : IsLadder g) (x : ℝ) :
    ∀ t, IsLadder (axisTable g x t)
  | 0 => fun n s => HasDerivAt.comp_const_add (x ^ 2) s (hg n (x ^ 2 + s))
  | 1 => fun n s =>
      ((HasDerivAt.comp_const_add (x ^ 2) s (hg (n + 1) (x ^ 2 + s))).const_mul x).congr_deriv
        (by simp only [axisTable]; ring)
  | t + 2 => fun n s =>
      (((axisTable_isLadder hg x t (n + 1) s).const_mul ((t : ℝ) + 1)).fun_add
        ((axisTable_isLadder hg x (t + 1) (n + 1) s).const_mul x)).congr_deriv
        (by simp only [axisTable]; ring)
```

Now fix $s$ and differentiate in $x$. The chain rule gives $\partial_xT^0_n=T^1_n$, and the product rule gives $\partial_xT^1_n=T^0_{n+1}+x\,T^1_{n+1}=T^2_n$. For higher orders,

$$\partial_xT^{t+2}_n=(t+1)\,T^{t+1}_{n+1}+T^{t+1}_{n+1}+x\,T^{t+2}_{n+1}=(t+2)\,T^{t+1}_{n+1}+x\,T^{t+2}_{n+1}=T^{t+3}_n.$$

The extra $T^{t+1}_{n+1}$ comes from differentiating the factor $x$. In the code, `congr_deriv` replaces the derivative produced by the calculus rules with the required table entry, and `ring` (or `simp`, for $t=1$) checks the algebra.

```lean
/-- For a ladder `g`, differentiating an entry of the table along the axis gives the entry
of next order. -/
theorem axisTable_hasDerivAt {g : ℕ → ℝ → ℝ} (hg : IsLadder g) :
    ∀ (t n : ℕ) (s x : ℝ),
      HasDerivAt (fun y => axisTable g y t n s) (axisTable g x (t + 1) n s) x
  | 0, n, s, x => by
      have h1 : HasDerivAt (fun y : ℝ => y ^ 2 + s) (2 * x) x := by
        simpa using (hasDerivAt_pow 2 x).add_const s
      refine ((hg n (x ^ 2 + s)).comp x h1).congr_deriv ?_
      change _ = x * g (n + 1) (x ^ 2 + s)
      ring
  | 1, n, s, x => by
      refine ((hasDerivAt_id' x).fun_mul
        (axisTable_hasDerivAt hg 0 (n + 1) s x)).congr_deriv ?_
      rw [axisTable_succ g x 1 n s]
      simp
  | t + 2, n, s, x => by
      -- the product rule raises the coefficient from t + 1 to t + 2
      refine (((axisTable_hasDerivAt hg t (n + 1) s x).const_mul ((t : ℝ) + 1)).fun_add
        ((hasDerivAt_id' x).fun_mul
          (axisTable_hasDerivAt hg (t + 1) (n + 1) s x))).congr_deriv ?_
      rw [axisTable_succ g x (t + 2) n s, show t + 2 - 1 = t + 1 from rfl,
        show t + 1 + 1 = t + 2 from rfl]
      push_cast
      ring
```

Induction on $t$ gives $\partial_x^t\,g_n(x^2+s)=T^t_n(x,s)$.

```lean
/-- For a ladder `g`, the table holds the repeated derivatives of `g n (x^2 + s)` with
respect to `x`. -/
theorem iteratedDeriv_eq_axisTable {g : ℕ → ℝ → ℝ} (hg : IsLadder g) (t n : ℕ) (s x : ℝ) :
    iteratedDeriv t (fun y => g n (y ^ 2 + s)) x = axisTable g x t n s := by
  induction t generalizing x with
  | zero => simp [axisTable]
  | succ t ih =>
    have h : iteratedDeriv t (fun y => g n (y ^ 2 + s)) = fun y => axisTable g y t n s :=
      funext ih
    rw [iteratedDeriv_succ, h]
    exact (axisTable_hasDerivAt hg t n s x).deriv
```

## The recurrence along one axis

The assumption on $F_n$ gives the ladder property:

$$\frac{d}{ds}(-2p)^nF_n(ps)=-p\,(-2p)^nF_{n+1}(ps)=\tfrac12(-2p)^{n+1}F_{n+1}(ps).$$

```lean
/-- If `F_n' = -F_(n+1)`, the scaled functions `(-2p)^n F_n(p s)` form a ladder. -/
theorem scaledBoys_isLadder {F : ℕ → ℝ → ℝ}
    (hF : ∀ n x, HasDerivAt (F n) (-F (n + 1) x) x) (p : ℝ) : IsLadder (scaledBoys p F) := by
  intro n s
  have h1 : HasDerivAt (fun y : ℝ => p * y) p s := by
    simpa using (hasDerivAt_id' s).const_mul p
  refine (((hF n (p * s)).comp s h1).const_mul ((-2 * p) ^ n)).congr_deriv ?_
  simp only [scaledBoys]
  ring
```

Hence $R(n,t)(X)=T^t_n(X,r)$, and the table identity becomes

$$R(n,t+1)(X)=t\,R(n+1,t-1)(X)+X\,R(n+1,t)(X).$$

The proof rewrites all three integrals as table entries and applies `axisTable_succ`.

```lean
/-- One-axis recurrence: if `F_n' = -F_(n+1)`, then
`R(n,t+1) = t R(n+1,t-1) + X R(n+1,t)`, where the first term is absent for `t = 0`. -/
theorem hermiteLine_recurrence {F : ℕ → ℝ → ℝ}
    (hF : ∀ n x, HasDerivAt (F n) (-F (n + 1) x) x) (p r : ℝ) (n t : ℕ) (X : ℝ) :
    hermiteLine p r F n (t + 1) X =
      t * hermiteLine p r F (n + 1) (t - 1) X + X * hermiteLine p r F (n + 1) t X := by
  have e : ∀ m k, hermiteLine p r F m k X = axisTable (scaledBoys p F) X k m r :=
    fun m k => iteratedDeriv_eq_axisTable (scaledBoys_isLadder hF p) k m r X
  simp only [e]
  exact axisTable_succ _ X t n r
```

Differentiability of each $F_n$ alone is not enough. Take $F_0(x)=x$ and $F_n=0$ for $n\ge1$, so that $F_0'=1\neq-F_1$. With $p=1$, $r=0$, $n=t=0$ and $X=1$, the left side is the derivative of $x^2$ at 1, which is 2, while the right side is $R(1,0)(1)=-2F_1(1)=0$.

## Three axes

Write the squared distance as $x^2+(y^2+(z^2+0))$. Differentiating $t$ times in $x$ gives row $t$ of the first table, evaluated at $s=y^2+z^2$. This row is a ladder, so the same construction applies along $y$ and then along $z$. The integral is thus a threefold table with no squared distance left over, which is the final argument `0`.

```lean
/-- If `F_n' = -F_(n+1)`, the Hermite Coulomb integral is obtained by building the table
along `x`, then `y`, then `z`. -/
theorem hermiteCoulomb_eq_axisTable {F : ℕ → ℝ → ℝ}
    (hF : ∀ n x, HasDerivAt (F n) (-F (n + 1) x) x) (p : ℝ) (n t u v : ℕ) (X Y Z : ℝ) :
    hermiteCoulomb p F n t u v X Y Z =
      axisTable (axisTable (axisTable (scaledBoys p F) X t) Y u) Z v n 0 := by
  have hG := scaledBoys_isLadder hF p
  have hx : ∀ y z : ℝ, iteratedDeriv t
      (fun x => (-2 * p) ^ n * F n (p * (x ^ 2 + y ^ 2 + z ^ 2))) X =
      axisTable (scaledBoys p F) X t n (y ^ 2 + (z ^ 2 + 0)) := by
    intro y z
    rw [← iteratedDeriv_eq_axisTable hG]
    congr 1
    funext x
    rw [show x ^ 2 + (y ^ 2 + (z ^ 2 + 0)) = x ^ 2 + y ^ 2 + z ^ 2 by ring]
    rfl
  have hy := fun z : ℝ =>
    iteratedDeriv_eq_axisTable (axisTable_isLadder hG X t) u n (z ^ 2 + 0) Y
  simp only [hermiteCoulomb, hx, hy]
  exact iteratedDeriv_eq_axisTable
    (axisTable_isLadder (axisTable_isLadder hG X t) Y u) v n 0 Z
```

The three recurrences are

$$\begin{aligned}
R(n;t+1,u,v)&=t\,R(n+1;t-1,u,v)+X\,R(n+1;t,u,v),\\
R(n;t,u+1,v)&=u\,R(n+1;t,u-1,v)+Y\,R(n+1;t,u,v),\\
R(n;t,u,v+1)&=v\,R(n+1;t,u,v-1)+Z\,R(n+1;t,u,v).
\end{aligned}$$

The one along $z$ is the table identity itself. The one along $y$ passes through the $z$ table by linearity, and the one along $x$ passes through both outer tables. This works because $t$ and $X$ are constants for the $y$ and $z$ constructions.

In Gaussian-basis electronic structure codes that use the McMurchie–Davidson scheme, these relations build the $R(0;t,u,v)$ from Boys function values; the theorem covers this step for real numbers, without rounding error, and not the expansion of orbital products in Hermite Gaussians.

```lean
/-- McMurchie-Davidson recurrences: if `F_n' = -F_(n+1)`, one more derivative of the Hermite
Coulomb integral along `x`, `y` or `z` is given by two integrals with `n` raised by one. -/
theorem hermiteCoulomb_recurrence {F : ℕ → ℝ → ℝ}
    (hF : ∀ n x, HasDerivAt (F n) (-F (n + 1) x) x) (p : ℝ) (n t u v : ℕ) (X Y Z : ℝ) :
    hermiteCoulomb p F n (t + 1) u v X Y Z =
        t * hermiteCoulomb p F (n + 1) (t - 1) u v X Y Z
          + X * hermiteCoulomb p F (n + 1) t u v X Y Z ∧
    hermiteCoulomb p F n t (u + 1) v X Y Z =
        u * hermiteCoulomb p F (n + 1) t (u - 1) v X Y Z
          + Y * hermiteCoulomb p F (n + 1) t u v X Y Z ∧
    hermiteCoulomb p F n t u (v + 1) X Y Z =
        v * hermiteCoulomb p F (n + 1) t u (v - 1) X Y Z
          + Z * hermiteCoulomb p F (n + 1) t u v X Y Z := by
  simp only [hermiteCoulomb_eq_axisTable hF]
  -- linearity carries an inner recurrence through the outer axes
  exact ⟨axisTable_shift (axisTable_shift (axisTable_succ _ X t) Y u) Z v n 0,
    axisTable_shift (axisTable_succ _ Y u) Z v n 0, axisTable_succ _ Z v n 0⟩
```

## The Boys functions satisfy the assumption

Differentiating under the integral sign gives

$$F_n'(x)=\int_0^1\tau^{2n}(-\tau^2)\,e^{-x\tau^2}\,d\tau=-F_{n+1}(x).$$

To justify the exchange, let $|y-x|<1$ and $0<\tau\le1$. Then $-y\tau^2\le|x|+1$ and $\tau^{2n+2}\le1$, so the differentiated integrand is bounded in absolute value by the constant $e^{|x|+1}$, which is integrable on $[0,1]$. The Lean proof supplies this bound to the dominated differentiation theorem, together with continuity of the integrands. Using `boys_witness` for the hypothesis `hF` gives the recurrences for the Boys functions themselves.

```lean
/-- The Boys functions satisfy `F_n' = -F_(n+1)` on the whole real line. -/
theorem boys_witness (n : ℕ) (x : ℝ) : HasDerivAt (boys n) (-boys (n + 1) x) x := by
  have key := intervalIntegral.hasDerivAt_integral_of_dominated_loc_of_deriv_le
    (μ := volume) (a := (0 : ℝ)) (b := 1) (x₀ := x) (s := Metric.ball x 1)
    (F := fun y τ : ℝ => τ ^ (2 * n) * Real.exp (-(y * τ ^ 2)))
    (F' := fun y τ : ℝ => -(τ ^ (2 * (n + 1)) * Real.exp (-(y * τ ^ 2))))
    (bound := fun _ => Real.exp (|x| + 1))
    (Metric.ball_mem_nhds x one_pos)
    (Filter.Eventually.of_forall fun y =>
      (by fun_prop : Continuous fun τ : ℝ =>
        τ ^ (2 * n) * Real.exp (-(y * τ ^ 2))).aestronglyMeasurable)
    ((by fun_prop : Continuous fun τ : ℝ =>
        τ ^ (2 * n) * Real.exp (-(x * τ ^ 2))).intervalIntegrable 0 1)
    ((by fun_prop : Continuous fun τ : ℝ =>
        -(τ ^ (2 * (n + 1)) * Real.exp (-(x * τ ^ 2)))).aestronglyMeasurable)
    (Filter.Eventually.of_forall fun τ hτ y hy => by
      -- on [0, 1] and for |y - x| < 1 the integrand is bounded by a constant
      rw [Set.uIoc_of_le zero_le_one] at hτ
      rw [Metric.mem_ball, Real.dist_eq] at hy
      have hy' : -y ≤ |x| + 1 := by linarith [(abs_lt.mp hy).1, neg_abs_le x]
      have h2 : τ ^ 2 ≤ 1 := pow_le_one₀ hτ.1.le hτ.2
      have h3 : -(y * τ ^ 2) ≤ |x| + 1 := by
        nlinarith [mul_nonneg (sub_nonneg.mpr hy') (sq_nonneg τ),
          mul_nonneg (by positivity : 0 ≤ |x| + 1) (sub_nonneg.mpr h2)]
      have h4 : τ ^ (2 * (n + 1)) ≤ 1 := pow_le_one₀ hτ.1.le hτ.2
      have h5 : 0 ≤ τ ^ (2 * (n + 1)) := pow_nonneg hτ.1.le _
      rw [norm_neg, Real.norm_eq_abs, abs_of_nonneg (mul_nonneg h5 (Real.exp_pos _).le)]
      exact (mul_le_of_le_one_left (Real.exp_pos _).le h4).trans (Real.exp_le_exp.mpr h3))
    (continuous_const.intervalIntegrable 0 1)
    (Filter.Eventually.of_forall fun τ _ y _ =>
      ((((hasDerivAt_id' y).mul_const (τ ^ 2)).fun_neg).exp.const_mul
        (τ ^ (2 * n))).congr_deriv (by ring))
  exact key.2.congr_deriv intervalIntegral.integral_neg

end

end McMurchieDavidson
```

```lean
#print axioms McMurchieDavidson.hermiteLine_recurrence
#print axioms McMurchieDavidson.hermiteCoulomb_recurrence
```

```
'McMurchieDavidson.hermiteLine_recurrence' depends on axioms: [propext, Classical.choice, Quot.sound]
'McMurchieDavidson.hermiteCoulomb_recurrence' depends on axioms: [propext, Classical.choice, Quot.sound]
```
